# Two spins 1/2 with $H = A\,\mathbf S\cdot\mathbf I + b\,S_z$ have the clock gap $\sqrt{A^2+b^2}$

For real $A$ and $b$, an electron spin $\mathbf S$ and a nuclear spin $\mathbf I$, both 1/2, with $H = A\,\mathbf S\cdot\mathbf I + b\,S_z$ have the four levels

$$\frac A4 \pm \frac b2, \qquad -\frac A4 \pm \frac12\sqrt{A^2+b^2}.$$

The clock gap $g(b)=\sqrt{A^2+b^2}$ separates the last two. For $A>0$ it has zero slope at $b=0$ and satisfies

$$A + \frac{b^2}{2A} - \frac{b^4}{8A^3} \;\le\; g(b) \;\le\; A + \frac{b^2}{2A}, \qquad g(b)\ge A.$$

Spins are in units of $\hbar$, so $A$ and $b$ are energies. $A$ is the isotropic hyperfine coupling between the electronic and nuclear magnetic moments, and $b$ is proportional to the magnetic field along $z$ and gives the electron the Zeeman energies $\pm b/2$.

## Quadratic field shifts and solver checks

In this two-spin model with $A>0$ and no nuclear Zeeman term, a code that replaces the clock transition energy by $A+b^2/(2A)$ overestimates it by at most $b^4/(8A^3)$. The four levels also give a reference for a spin-Hamiltonian code: at any $b\ne0$, using Pauli matrices without their factor 1/2, or applying the field to both spins, changes the spectrum.

## From the 2×2 block to the bounds

Take the product basis up-up, up-down, down-up, down-down, with the electron first. The term $S_zI_z$ contributes the diagonal $\frac14,-\frac14,-\frac14,\frac14$. Between up-down and down-up, $S_xI_x$ and $S_yI_y$ contribute $\frac14$ each, which makes $\frac12$. Between up-up and down-down they contribute $\frac14$ and $-\frac14$, which cancel.

The Zeeman term adds $\frac b2,\frac b2,-\frac b2,-\frac b2$ to the diagonal of $H$. Up-up and down-down are therefore eigenvectors with energies $A/4\pm b/2$. The remaining block is

$$\begin{pmatrix} -A/4+b/2 & A/2\\ A/2 & -A/4-b/2\end{pmatrix},$$

and its secular equation in the energy $x$ is

$$\left(x+\frac A4\right)^2-\frac{b^2}{4}-\frac{A^2}{4}=0,$$

which gives the two mixed levels. Their difference is $g$.

For $A>0$ the chain rule gives $g'(b)=b/\sqrt{A^2+b^2}$, which is zero at $b=0$. Since $A^2+b^2\ge A^2$, the difference $d=g-A$ is nonnegative. Substituting $b^2=g^2-A^2=2Ad+d^2$ yields

$$A+\frac{b^2}{2A}-g=\frac{d^2}{2A}\ge0,$$

$$g-\left(A+\frac{b^2}{2A}-\frac{b^4}{8A^3}\right)=\frac{d^3(4A+d)}{8A^3}\ge0.$$

## The Lean file

```lean
import Mathlib

open Matrix
open scoped Kronecker

namespace HyperfineZeeman

noncomputable section

/-- The x component of a spin 1/2, in units of ħ. -/
def sx : Matrix (Fin 2) (Fin 2) ℂ := !![0, 1 / 2; 1 / 2, 0]

/-- The y component of a spin 1/2, in units of ħ. -/
def sy : Matrix (Fin 2) (Fin 2) ℂ := !![0, -Complex.I / 2; Complex.I / 2, 0]

/-- The z component of a spin 1/2, in units of ħ. -/
def sz : Matrix (Fin 2) (Fin 2) ℂ := !![1 / 2, 0; 0, -1 / 2]

/-- The scalar product S·I of the electron spin (first factor) and the nuclear spin
(second factor). -/
def spinDot : Matrix (Fin 2 × Fin 2) (Fin 2 × Fin 2) ℂ :=
  sx ⊗ₖ sx + sy ⊗ₖ sy + sz ⊗ₖ sz

/-- The Hamiltonian A S·I + b S_z: hyperfine coupling A, and a field b that acts on the
electron spin only. -/
def hamiltonian (A b : ℝ) : Matrix (Fin 2 × Fin 2) (Fin 2 × Fin 2) ℂ :=
  (A : ℂ) • spinDot + (b : ℂ) • (sz ⊗ₖ (1 : Matrix (Fin 2) (Fin 2) ℂ))

/-- The product basis in the order up-up, up-down, down-up, down-down. -/
def levels : Fin 4 ≃ Fin 2 × Fin 2 where
  toFun := ![(0, 0), (0, 1), (1, 0), (1, 1)]
  invFun p := ![![0, 1], ![2, 3]] p.1 p.2
  left_inv i := by fin_cases i <;> rfl
  right_inv p := by
    obtain ⟨i, j⟩ := p
    fin_cases i <;> fin_cases j <;> rfl

/-- The energy -A/4 + √(A² + b²)/2. -/
def upperMixed (A b : ℝ) : ℝ := -A / 4 + √(A ^ 2 + b ^ 2) / 2

/-- The energy -A/4 - √(A² + b²)/2. -/
def lowerMixed (A b : ℝ) : ℝ := -A / 4 - √(A ^ 2 + b ^ 2) / 2

/-- The clock gap: the distance between the two mixed levels. -/
def clockGap (A b : ℝ) : ℝ := upperMixed A b - lowerMixed A b

/-- The matrix of S·I in the ordered product basis. -/
theorem spinDot_matrix : spinDot.submatrix levels levels =
    !![1 / 4, 0, 0, 0; 0, -1 / 4, 1 / 2, 0; 0, 1 / 2, -1 / 4, 0; 0, 0, 0, 1 / 4] := by
  ext i j
  fin_cases i <;> fin_cases j <;>
    simp [spinDot, levels, sx, sy, sz, Matrix.kroneckerMap_apply] <;>
    first
      | ring1
      | linear_combination (1 / 4 : ℂ) * Complex.I_sq
      | linear_combination (-1 / 4 : ℂ) * Complex.I_sq

/-- In the ordered product basis the Hamiltonian couples only up-down and down-up, with
matrix element A/2. -/
theorem hamiltonian_matrix (A b : ℝ) : (hamiltonian A b).submatrix levels levels =
    !![(A / 4 + b / 2 : ℂ), 0, 0, 0;
       0, -A / 4 + b / 2, A / 2, 0;
       0, A / 2, -A / 4 - b / 2, 0;
       0, 0, 0, A / 4 - b / 2] := by
  have hz : (sz ⊗ₖ (1 : Matrix (Fin 2) (Fin 2) ℂ)).submatrix levels levels =
      !![1 / 2, 0, 0, 0; 0, 1 / 2, 0, 0; 0, 0, -1 / 2, 0; 0, 0, 0, -1 / 2] := by
    ext i j
    fin_cases i <;> fin_cases j <;> simp [levels, sz, Matrix.kroneckerMap_apply]
  have hsum : (hamiltonian A b).submatrix levels levels =
      (A : ℂ) • spinDot.submatrix levels levels +
        (b : ℂ) • (sz ⊗ₖ (1 : Matrix (Fin 2) (Fin 2) ℂ)).submatrix levels levels := rfl
  rw [hsum, hz, spinDot_matrix]
  ext i j
  fin_cases i <;> fin_cases j <;> simp <;> ring

/-- The secular determinant det(x - H) is the product of x minus each of the four levels
A/4 ± b/2 and -A/4 ± √(A² + b²)/2. -/
theorem secular_determinant (A b : ℝ) (x : ℂ) :
    (x • (1 : Matrix (Fin 2 × Fin 2) (Fin 2 × Fin 2) ℂ) - hamiltonian A b).det =
      (x - (A / 4 + b / 2)) * (x - (A / 4 - b / 2)) *
        (x - upperMixed A b) * (x - lowerMixed A b) := by
  -- determinant of a matrix with blocks of size 1, 2, 1
  have hdet : ∀ p q r s t : ℂ,
      (!![p, 0, 0, 0; 0, q, t, 0; 0, t, r, 0; 0, 0, 0, s]).det =
        (q * r - t ^ 2) * (p * s) := by
    intro p q r s t
    simp [Matrix.det_succ_row_zero, Fin.sum_univ_succ, Fin.succAbove]
    ring
  have hM : (x • (1 : Matrix (Fin 2 × Fin 2) (Fin 2 × Fin 2) ℂ)
      - hamiltonian A b).submatrix levels levels =
      !![x - (A / 4 + b / 2), 0, 0, 0;
         0, x - (-A / 4 + b / 2), -(A / 2), 0;
         0, -(A / 2), x - (-A / 4 - b / 2), 0;
         0, 0, 0, x - (A / 4 - b / 2)] := by
    have hsub : (x • (1 : Matrix (Fin 2 × Fin 2) (Fin 2 × Fin 2) ℂ)
        - hamiltonian A b).submatrix levels levels =
        x • (1 : Matrix (Fin 2 × Fin 2) (Fin 2 × Fin 2) ℂ).submatrix levels levels
          - (hamiltonian A b).submatrix levels levels := rfl
    rw [hsub, hamiltonian_matrix, Matrix.submatrix_one_equiv]
    ext i j
    fin_cases i <;> fin_cases j <;> simp
  have hr : ((√(A ^ 2 + b ^ 2) : ℝ) : ℂ) ^ 2 = (A : ℂ) ^ 2 + (b : ℂ) ^ 2 := by
    exact_mod_cast Real.sq_sqrt (show 0 ≤ A ^ 2 + b ^ 2 by positivity)
  rw [← Matrix.det_submatrix_equiv_self levels, hM, hdet]
  simp only [upperMixed, lowerMixed]
  push_cast
  linear_combination ((x - (A / 4 + b / 2)) * (x - (A / 4 - b / 2)) / 4) * hr

/-- A number E is an eigenvalue of A S·I + b S_z exactly when it is one of
A/4 ± b/2 and -A/4 ± √(A² + b²)/2. -/
theorem eigenvalue_iff (A b : ℝ) (E : ℂ) :
    (∃ v : Fin 2 × Fin 2 → ℂ, v ≠ 0 ∧ hamiltonian A b *ᵥ v = E • v) ↔
      E = A / 4 + b / 2 ∨ E = A / 4 - b / 2 ∨ E = upperMixed A b ∨ E = lowerMixed A b := by
  have hv : ∀ v : Fin 2 × Fin 2 → ℂ, hamiltonian A b *ᵥ v = E • v ↔
      (E • (1 : Matrix (Fin 2 × Fin 2) (Fin 2 × Fin 2) ℂ) - hamiltonian A b) *ᵥ v = 0 := by
    intro v
    rw [Matrix.sub_mulVec, Matrix.smul_mulVec, Matrix.one_mulVec, sub_eq_zero, eq_comm]
  simp only [hv]
  rw [Matrix.exists_mulVec_eq_zero_iff, secular_determinant]
  simp only [mul_eq_zero, sub_eq_zero, or_assoc]

/-- The clock gap equals √(A² + b²). -/
theorem clockGap_eq (A b : ℝ) : clockGap A b = √(A ^ 2 + b ^ 2) := by
  unfold clockGap upperMixed lowerMixed
  ring

/-- For A > 0, the clock gap has slope b/√(A² + b²) at any field b. -/
theorem hasDerivAt_clockGap {A : ℝ} (hA : 0 < A) (b : ℝ) :
    HasDerivAt (clockGap A) (b / √(A ^ 2 + b ^ 2)) b := by
  have h : HasDerivAt (fun y : ℝ => A ^ 2 + y ^ 2) (2 * b) b := by
    simpa using (hasDerivAt_pow 2 b).const_add (A ^ 2)
  have hne : A ^ 2 + b ^ 2 ≠ 0 := by positivity
  rw [show clockGap A = fun y => √(A ^ 2 + y ^ 2) from funext (clockGap_eq A)]
  exact (h.sqrt hne).congr_deriv (mul_div_mul_left _ _ two_ne_zero)

/-- For A > 0, the clock gap has zero slope at zero field. -/
theorem clockGap_zero_slope {A : ℝ} (hA : 0 < A) : HasDerivAt (clockGap A) 0 0 := by
  simpa using hasDerivAt_clockGap hA 0

/-- For A > 0, the clock gap lies between A and A + b²/(2A). -/
theorem clockGap_bounds {A : ℝ} (hA : 0 < A) (b : ℝ) :
    A ≤ clockGap A b ∧ clockGap A b ≤ A + b ^ 2 / (2 * A) := by
  rw [clockGap_eq]
  have hs := Real.sq_sqrt (show 0 ≤ A ^ 2 + b ^ 2 by positivity)
  refine ⟨Real.le_sqrt_of_sq_le (by nlinarith [sq_nonneg b]), ?_⟩
  set s := √(A ^ 2 + b ^ 2)
  -- the bound exceeds the gap by a square divided by 2A
  have key : A + b ^ 2 / (2 * A) - s = (s - A) ^ 2 / (2 * A) := by
    rw [show b ^ 2 = s ^ 2 - A ^ 2 by linarith]
    field_simp
    ring
  have hpos : 0 ≤ (s - A) ^ 2 / (2 * A) := by positivity
  linarith

/-- For A > 0, the clock gap is at least A + b²/(2A) - b⁴/(8A³). -/
theorem clockGap_quartic_lower {A : ℝ} (hA : 0 < A) (b : ℝ) :
    A + b ^ 2 / (2 * A) - (b ^ 2) ^ 2 / (8 * A ^ 3) ≤ clockGap A b := by
  have hd := (clockGap_bounds hA b).1
  rw [clockGap_eq] at hd ⊢
  have hs := Real.sq_sqrt (show 0 ≤ A ^ 2 + b ^ 2 by positivity)
  set s := √(A ^ 2 + b ^ 2)
  have key : s - (A + b ^ 2 / (2 * A) - (b ^ 2) ^ 2 / (8 * A ^ 3)) =
      (s - A) ^ 3 * (4 * A + (s - A)) / (8 * A ^ 3) := by
    rw [show b ^ 2 = s ^ 2 - A ^ 2 by linarith]
    field_simp
    ring
  have hd' : 0 ≤ s - A := sub_nonneg.mpr hd
  have hpos : 0 ≤ (s - A) ^ 3 * (4 * A + (s - A)) / (8 * A ^ 3) := by positivity
  linarith

end

end HyperfineZeeman
```

```lean
#print axioms HyperfineZeeman.eigenvalue_iff
-- 'HyperfineZeeman.eigenvalue_iff' depends on axioms: [propext, Classical.choice, Quot.sound]
#print axioms HyperfineZeeman.clockGap_zero_slope
-- 'HyperfineZeeman.clockGap_zero_slope' depends on axioms: [propext, Classical.choice, Quot.sound]
#print axioms HyperfineZeeman.clockGap_quartic_lower
-- 'HyperfineZeeman.clockGap_quartic_lower' depends on axioms: [propext, Classical.choice, Quot.sound]
```

## How the theorems match the physics

The Hamiltonian is a complex matrix indexed by `Fin 2 × Fin 2`, electron first, with 0 for up and 1 for down. The equivalence `levels` puts the product basis in the order used above, and `hamiltonian_matrix` confirms the block form.

`secular_determinant` factors $\det(x-H)$ for every complex $x$, so it also carries the multiplicities. Its proof reorders the basis, expands the block determinant and uses `hr`, the square of the root, to split the quadratic factor. `eigenvalue_iff` then says that a complex number $E$ has a nonzero eigenvector exactly when it is one of the four levels; the link is that a matrix has a nonzero kernel vector exactly when its determinant vanishes.

`clockGap` is defined as the difference of the two mixed levels, and `HasDerivAt` states both that it is differentiable and what its slope is. In the two bound theorems, `key` is the corresponding identity in $d$, and `positivity` supplies the sign of its right-hand side. The slope and the bounds assume $A>0$; at $A=0$ the gap is $|b|$, which has a kink at zero field.

The model has nuclear spin 1/2, isotropic coupling and a field along $z$ that acts on the electron only. The theorems concern exact real and complex numbers, so rounding in an eigensolver needs its own analysis.

The gap could also have been defined from sorted eigenvalues $E_0\le E_1\le E_2\le E_3$, as a Hermitian solver returns them. For $A>0$ it would be $E_2-E_0$, because $A-|b|\le\sqrt{A^2+b^2}\le A+|b|$ keeps the upper mixed level between $A/4-|b|/2$ and $A/4+|b|/2$, and $\sqrt{A^2+b^2}\ge|b|$ puts the lower mixed level below both. That version would follow the order in which a solver lists the levels, but would also need a proof of this ordering.
